# A Sharp Bound on the Change of a Gibbs Average under Energy Shifts in a System with Finitely Many Levels

In a system with finitely many levels, let the energy shifts of all levels lie in one window of width w, where a level that stays fixed counts as a shift of zero. Then the thermal average at inverse temperature b > 0 of an observable with a fixed value on each level, these values lying in an interval of width a, changes by at most a tanh(bw/4). The shifts need not be small, and a two-level system attains the bound.

```lean
import Mathlib

open Finset

namespace SharpGibbsResponse

noncomputable section

variable {ι : Type*} [Fintype ι]

/-- The Gibbs probability of level `i` at inverse temperature `b` for the energies `H`. -/
def gibbsWeight (b : ℝ) (H : ι → ℝ) (i : ι) : ℝ :=
  Real.exp (-(b * H i)) / ∑ j, Real.exp (-(b * H j))

/-- The thermal average of the observable `A` at inverse temperature `b` for the energies `H`. -/
def gibbsAverage (b : ℝ) (H A : ι → ℝ) : ℝ := ∑ i, gibbsWeight b H i * A i

/-- The thermal average is the Boltzmann-weighted sum divided by the partition function. -/
theorem gibbsAverage_eq (b : ℝ) (H A : ι → ℝ) :
    gibbsAverage b H A =
      (∑ i, Real.exp (-(b * H i)) * A i) / ∑ i, Real.exp (-(b * H i)) := by
  unfold gibbsAverage gibbsWeight
  rw [Finset.sum_div]
  exact Finset.sum_congr rfl fun i _ => by ring

/-- An average in the perturbed ensemble is an average in the unperturbed ensemble,
reweighted by the Boltzmann factor of the perturbation `V`. -/
theorem gibbsAverage_perturbed [Nonempty ι] (b : ℝ) (E V A : ι → ℝ) :
    gibbsAverage b (E + V) A =
      gibbsAverage b E (fun i => Real.exp (-(b * V i)) * A i) /
        gibbsAverage b E (fun i => Real.exp (-(b * V i))) := by
  have hZ : (∑ i, Real.exp (-(b * E i))) ≠ 0 :=
    (Finset.sum_pos (fun i _ => Real.exp_pos _) Finset.univ_nonempty).ne'
  have key : ∀ i, Real.exp (-(b * (E + V) i)) =
      Real.exp (-(b * E i)) * Real.exp (-(b * V i)) := by
    intro i
    rw [← Real.exp_add, Pi.add_apply]
    congr 1
    ring
  rw [gibbsAverage_eq, gibbsAverage_eq, gibbsAverage_eq, div_div_div_cancel_right₀ hZ]
  simp only [key, mul_assoc]

/-- Let `p` be a probability distribution, `f` a positive factor with values in `[l, t² l]`,
`t ≥ 1`, and `A` an observable with values in an interval of width `a`. Then the covariance of
`f` and `A`, times `t + 1`, is at most `(t - 1) a` times the mean of `f`. -/
theorem reweighting_bound [Nonempty ι] (p f A : ι → ℝ) {l t α a : ℝ}
    (hp : ∀ i, 0 ≤ p i) (hsum : ∑ i, p i = 1) (hl : 0 < l) (ht : 1 ≤ t)
    (hf : ∀ i, f i ∈ Set.Icc l (t ^ 2 * l)) (hA : ∀ i, A i ∈ Set.Icc α (α + a)) :
    (t + 1) * (∑ i, p i * (f i * A i) - (∑ i, p i * f i) * ∑ i, p i * A i) ≤
      (t - 1) * a * ∑ i, p i * f i := by
  obtain ⟨F, hF⟩ : ∃ F, F = ∑ i, p i * f i := ⟨_, rfl⟩
  rw [← hF]
  have ha : 0 ≤ a := by
    obtain ⟨i⟩ := ‹Nonempty ι›
    linarith [(hA i).1, (hA i).2]
  have hF1 : l ≤ F := by
    calc l = ∑ i, p i * l := by rw [← Finset.sum_mul, hsum, one_mul]
      _ ≤ F := by
        rw [hF]
        exact Finset.sum_le_sum fun i _ => mul_le_mul_of_nonneg_left (hf i).1 (hp i)
  have hF2 : F ≤ t ^ 2 * l := by
    calc F ≤ ∑ i, p i * (t ^ 2 * l) := by
          rw [hF]
          exact Finset.sum_le_sum fun i _ => mul_le_mul_of_nonneg_left (hf i).2 (hp i)
      _ = t ^ 2 * l := by rw [← Finset.sum_mul, hsum, one_mul]
  rcases eq_or_lt_of_le ht with h | h
  · -- a constant factor has no covariance with anything
    subst h
    have hFl : F = l := by linarith
    have hS : ∑ i, p i * (f i * A i) = F * ∑ i, p i * A i := by
      rw [Finset.mul_sum]
      refine Finset.sum_congr rfl fun i _ => ?_
      have hfl : f i = l := by linarith [(hf i).1, (hf i).2]
      rw [hfl, hFl]
      ring
    rw [hS]
    simp
  · have hM : 0 ≤ t ^ 2 * l - l := by linarith
    -- the positive part of `f - F` lies below its chord
    have key : ∀ i, (t ^ 2 * l - l) * ((f i - F) * (A i - α)) ≤
        a * ((t ^ 2 * l - F) * (f i - l)) := by
      intro i
      obtain ⟨hf1, hf2⟩ := hf i
      obtain ⟨hA1, hA2⟩ := hA i
      rcases le_total F (f i) with h1 | h1
      · have h2 : (f i - F) * (A i - α) ≤ (f i - F) * a :=
          mul_le_mul_of_nonneg_left (by linarith) (by linarith)
        have h3 := mul_le_mul_of_nonneg_left h2 hM
        have h4 : 0 ≤ a * ((t ^ 2 * l - f i) * (F - l)) :=
          mul_nonneg ha (mul_nonneg (by linarith) (by linarith))
        linarith
      · have h2 : 0 ≤ (F - f i) * (A i - α) := mul_nonneg (by linarith) (by linarith)
        have h3 := mul_nonneg hM h2
        have h4 : 0 ≤ a * ((t ^ 2 * l - F) * (f i - l)) :=
          mul_nonneg ha (mul_nonneg (by linarith) (by linarith))
        linarith
    have hadd := Finset.sum_le_sum fun i (_ : i ∈ Finset.univ) =>
      mul_le_mul_of_nonneg_left (key i) (hp i)
    have e1 : ∀ i, p i * ((t ^ 2 * l - l) * ((f i - F) * (A i - α))) =
        (t ^ 2 * l - l) * (p i * (f i * A i)) - (t ^ 2 * l - l) * F * (p i * A i)
          - (t ^ 2 * l - l) * α * (p i * f i) + (t ^ 2 * l - l) * α * F * p i := by
      intro i
      ring
    have e2 : ∀ i, p i * (a * ((t ^ 2 * l - F) * (f i - l))) =
        a * (t ^ 2 * l - F) * (p i * f i) - a * (t ^ 2 * l - F) * l * p i := by
      intro i
      ring
    simp only [e1, e2, Finset.sum_add_distrib, Finset.sum_sub_distrib, ← Finset.mul_sum,
      hsum, ← hF] at hadd
    -- the worst mean value is `F = t l`
    have hsq : 0 ≤ a * (F - t * l) ^ 2 := mul_nonneg ha (sq_nonneg _)
    have hpos : 0 < (t - 1) * l := mul_pos (by linarith) hl
    refine le_of_mul_le_mul_left ?_ hpos
    linarith

/-- The hyperbolic tangent of `x / 2` written with the single exponential `exp x`. -/
theorem tanh_half (x : ℝ) : Real.tanh (x / 2) = (Real.exp x - 1) / (Real.exp x + 1) := by
  have h : Real.exp x = Real.exp (x / 2) * Real.exp (x / 2) := by
    rw [← Real.exp_add, add_halves]
  have hyz : Real.exp (x / 2) * Real.exp (-(x / 2)) = 1 := by
    rw [← Real.exp_add, add_neg_cancel, Real.exp_zero]
  rw [Real.tanh_eq_sinh_div_cosh, Real.sinh_eq, Real.cosh_eq, h,
    div_eq_div_iff (by positivity) (by positivity)]
  linear_combination (-Real.exp (x / 2)) * hyz

/-- One-sided bound: at `b > 0`, a perturbation with values in an interval of width `w` raises
the average of an observable with values in an interval of width `a` by at most
`a tanh (b w / 4)`. -/
theorem response_le [Nonempty ι] {b v w α a : ℝ} (hb : 0 < b) (E V A : ι → ℝ)
    (hV : ∀ i, V i ∈ Set.Icc v (v + w)) (hA : ∀ i, A i ∈ Set.Icc α (α + a)) :
    gibbsAverage b (E + V) A - gibbsAverage b E A ≤ a * Real.tanh (b * w / 4) := by
  have hZ : 0 < ∑ i, Real.exp (-(b * E i)) :=
    Finset.sum_pos (fun i _ => Real.exp_pos _) Finset.univ_nonempty
  have hp : ∀ i, 0 < gibbsWeight b E i := fun i => div_pos (Real.exp_pos _) hZ
  have hsum : ∑ i, gibbsWeight b E i = 1 := by
    unfold gibbsWeight
    rw [← Finset.sum_div, div_self hZ.ne']
  have hw : 0 ≤ w := by
    obtain ⟨i⟩ := ‹Nonempty ι›
    linarith [(hV i).1, (hV i).2]
  have ht : 1 ≤ Real.exp (b * w / 2) := Real.one_le_exp (by positivity)
  have hf : ∀ i, Real.exp (-(b * V i)) ∈ Set.Icc (Real.exp (-(b * (v + w))))
      (Real.exp (b * w / 2) ^ 2 * Real.exp (-(b * (v + w)))) := by
    intro i
    have h1 := mul_le_mul_of_nonneg_left (hV i).1 hb.le
    have h2 := mul_le_mul_of_nonneg_left (hV i).2 hb.le
    refine ⟨Real.exp_le_exp.mpr (by linarith), ?_⟩
    rw [sq, ← Real.exp_add, ← Real.exp_add]
    exact Real.exp_le_exp.mpr (by linarith)
  have hF : 0 < gibbsAverage b E (fun i => Real.exp (-(b * V i))) :=
    Finset.sum_pos (fun i _ => mul_pos (hp i) (Real.exp_pos _)) Finset.univ_nonempty
  have h : (Real.exp (b * w / 2) + 1) *
      (gibbsAverage b E (fun i => Real.exp (-(b * V i)) * A i) -
        gibbsAverage b E (fun i => Real.exp (-(b * V i))) * gibbsAverage b E A) ≤
      (Real.exp (b * w / 2) - 1) * a * gibbsAverage b E (fun i => Real.exp (-(b * V i))) :=
    reweighting_bound (gibbsWeight b E) (fun i => Real.exp (-(b * V i))) A
      (fun i => (hp i).le) hsum (Real.exp_pos _) ht hf hA
  rw [gibbsAverage_perturbed, show b * w / 4 = b * w / 2 / 2 by ring, tanh_half,
    div_sub' hF.ne', ← mul_div_assoc, div_le_div_iff₀ hF (by positivity)]
  linarith

/-- Two-sided bound: at `b > 0`, a perturbation with values in an interval of width `w` changes the
average of an observable with values in an interval of width `a` by at most `a tanh (b w / 4)`. -/
theorem abs_response_le [Nonempty ι] {b v w α a : ℝ} (hb : 0 < b) (E V A : ι → ℝ)
    (hV : ∀ i, V i ∈ Set.Icc v (v + w)) (hA : ∀ i, A i ∈ Set.Icc α (α + a)) :
    |gibbsAverage b (E + V) A - gibbsAverage b E A| ≤ a * Real.tanh (b * w / 4) := by
  have h1 := response_le hb E V A hV hA
  -- the lower bound is the upper bound for `-A`
  have h2 := response_le (α := -(α + a)) (a := a) hb E V (fun i => -A i) hV
    (fun i => ⟨by linarith [(hA i).2], by linarith [(hA i).1]⟩)
  have hneg : ∀ H : ι → ℝ, gibbsAverage b H (fun i => -A i) = -gibbsAverage b H A := by
    intro H
    simp only [gibbsAverage, mul_neg, Finset.sum_neg_distrib]
  rw [hneg, hneg] at h2
  exact abs_le.mpr ⟨by linarith, h1⟩

/-- At `b > 0`, a perturbation with values in an interval of width `w` changes the total
population of any set `S` of levels by at most `tanh (b w / 4)`. -/
theorem abs_population_change_le [Nonempty ι] {b v w : ℝ} (hb : 0 < b) (E V : ι → ℝ)
    (hV : ∀ i, V i ∈ Set.Icc v (v + w)) (S : Finset ι) :
    |∑ i ∈ S, gibbsWeight b (E + V) i - ∑ i ∈ S, gibbsWeight b E i| ≤
      Real.tanh (b * w / 4) := by
  classical
  have h := abs_response_le (α := 0) (a := 1) hb E V (fun i => if i ∈ S then 1 else 0) hV
    (fun i => by by_cases hi : i ∈ S <;> simp [hi])
  have hS : ∀ H : ι → ℝ, gibbsAverage b H (fun i => if i ∈ S then 1 else 0) =
      ∑ i ∈ S, gibbsWeight b H i := by
    intro H
    simp [gibbsAverage]
  rwa [hS, hS, one_mul] at h

/-- Two levels `0, -w/2`, perturbed by `0, w`, with observable values `a, 0`: the average
changes by exactly `a tanh (b w / 4)`. -/
theorem two_level_response (b w a : ℝ) :
    gibbsAverage b (![0, -(w / 2)] + ![0, w]) ![a, 0] - gibbsAverage b ![0, -(w / 2)] ![a, 0] =
      a * Real.tanh (b * w / 4) := by
  have h1 : gibbsAverage b (![0, -(w / 2)] + ![0, w]) ![a, 0] =
      a / (1 + Real.exp (-(b * w / 2))) := by
    rw [gibbsAverage_eq]
    simp only [Fin.sum_univ_two, Pi.add_apply, Matrix.cons_val_zero, Matrix.cons_val_one]
    rw [show -(b * ((0 : ℝ) + 0)) = 0 by ring,
      show -(b * (-(w / 2) + w)) = -(b * w / 2) by ring, Real.exp_zero,
      one_mul, mul_zero, add_zero]
  have h0 : gibbsAverage b ![0, -(w / 2)] ![a, 0] = a / (1 + Real.exp (b * w / 2)) := by
    rw [gibbsAverage_eq]
    simp only [Fin.sum_univ_two, Matrix.cons_val_zero, Matrix.cons_val_one]
    rw [show -(b * (0 : ℝ)) = 0 by ring,
      show -(b * -(w / 2)) = b * w / 2 by ring, Real.exp_zero, one_mul, mul_zero, add_zero]
  have hyz : Real.exp (b * w / 2) * Real.exp (-(b * w / 2)) = 1 := by
    rw [← Real.exp_add, add_neg_cancel, Real.exp_zero]
  have h2 : a / (1 + Real.exp (-(b * w / 2))) =
      a * Real.exp (b * w / 2) / (Real.exp (b * w / 2) + 1) := by
    rw [div_eq_div_iff (by positivity) (by positivity)]
    linear_combination (-a) * hyz
  rw [h1, h0, h2, show b * w / 4 = b * w / 2 / 2 by ring, tanh_half,
    add_comm 1 (Real.exp (b * w / 2))]
  ring

/-- For `b > 0` and `w, a ≥ 0`, the number `a tanh (b w / 4)` is the greatest absolute response
among all two-level systems with perturbation values in `[0, w]` and observable values in `[0, a]`.
-/
theorem isGreatest_two_level_response {b w a : ℝ} (hb : 0 < b) (hw : 0 ≤ w) (ha : 0 ≤ a) :
    IsGreatest {d : ℝ | ∃ E V A : Fin 2 → ℝ, (∀ i, V i ∈ Set.Icc 0 w) ∧
      (∀ i, A i ∈ Set.Icc 0 a) ∧ d = |gibbsAverage b (E + V) A - gibbsAverage b E A|}
      (a * Real.tanh (b * w / 4)) := by
  have bound : ∀ E V A : Fin 2 → ℝ, (∀ i, V i ∈ Set.Icc 0 w) → (∀ i, A i ∈ Set.Icc 0 a) →
      |gibbsAverage b (E + V) A - gibbsAverage b E A| ≤ a * Real.tanh (b * w / 4) := by
    intro E V A hV hA
    exact abs_response_le (v := 0) (α := 0) hb E V A
      (fun i => by rw [zero_add]; exact hV i) (fun i => by rw [zero_add]; exact hA i)
  constructor
  · have hV : ∀ i, (![0, w] : Fin 2 → ℝ) i ∈ Set.Icc 0 w := by
      intro i
      fin_cases i <;> simp [hw]
    have hA : ∀ i, (![a, 0] : Fin 2 → ℝ) i ∈ Set.Icc 0 a := by
      intro i
      fin_cases i <;> simp [ha]
    refine ⟨![0, -(w / 2)], ![0, w], ![a, 0], hV, hA, ?_⟩
    have h := (abs_nonneg _).trans (bound ![0, -(w / 2)] ![0, w] ![a, 0] hV hA)
    rw [two_level_response, abs_of_nonneg h]
  · rintro d ⟨E, V, A, hV, hA, rfl⟩
    exact bound E V A hV hA

end

end SharpGibbsResponse
```

```lean
#print axioms SharpGibbsResponse.abs_population_change_le
#print axioms SharpGibbsResponse.two_level_response
#print axioms SharpGibbsResponse.isGreatest_two_level_response
```

```
'SharpGibbsResponse.abs_population_change_le' depends on axioms: [propext, Classical.choice, Quot.sound]
'SharpGibbsResponse.two_level_response' depends on axioms: [propext, Classical.choice, Quot.sound]
'SharpGibbsResponse.isGreatest_two_level_response' depends on axioms: [propext, Classical.choice, Quot.sound]
```

## Two equilibrium ensembles on the same levels

The levels are labelled by i in a finite nonempty type `ι`. Level i has energy E_i before the perturbation and E_i + V_i after it, and the observable has the value A_i in both cases. The letter b stands for the usual β = 1/(k_B T). The definition `gibbsWeight` is the normalised probability

p_i = exp(−b E_i) / Z,  Z = ∑_j exp(−b E_j),

and `gibbsAverage b E A` is ⟨A⟩_E = ∑_i p_i A_i.

The hypothesis `hV` says that every V_i lies in [v, v + w], and `hA` says that every A_i lies in [α, α + a]. Since there is at least one level, w ≥ 0 and a ≥ 0 follow. Under these conditions `abs_response_le` states

|⟨A⟩_{E+V} − ⟨A⟩_E| ≤ a tanh(bw/4).

Neither the energies E_i nor the number of levels enters the bound. The offset v is absent too, because a uniform shift of all levels leaves the probabilities unchanged.

The theorem `abs_population_change_le` gives the same bound with a = 1 for the total population of any set S of levels. For b > 0 and w, a ≥ 0, `isGreatest_two_level_response` says that a tanh(bw/4) is the maximum of the absolute response over all two-level systems with V_i in [0, w] and A_i in [0, a]. It is a value actually reached.

## Commuting perturbations and errors in computed energies

For a quantum system with Hamiltonian H₀ and perturbation V, the numbers E_i and V_i are eigenvalues in a common eigenbasis, and A_i is the diagonal element of A in that basis. Passing from traces over operators to these sums over levels is left to the reader, and it requires H₀ and V to commute. If they do not, there is no common eigenbasis, and the numbers V_i are not defined in this way. Both ensembles are in equilibrium at the same temperature; the dynamics between them plays no part.

In simulation practice the bound applies to Boltzmann populations over a fixed finite list of states, such as conformers weighted by the Boltzmann factors of their computed free energies, which then take the place of the E_i. If each of these values is wrong by at most δ in either direction, then w = 2δ, and the resulting error in the population of any group of states is at most tanh(bδ/2). Errors from states missing from the list are not covered.

For small bw the bound is close to abw/4, the linear-response scale. For large bw it approaches a, the largest change that the range of A allows.

## The response as a covariance

Write ⟨·⟩ for the average with the unperturbed weights p_i, and let

f_i = exp(−b V_i),  F = ⟨f⟩.

Here F is a mean Boltzmann factor and not a free energy. Since exp(−b(E_i + V_i)) = exp(−b E_i) f_i, the perturbed partition function is Z F, and therefore

⟨A⟩_{E+V} = ⟨fA⟩ / F.

This is `gibbsAverage_perturbed`, obtained from the form of the average in `gibbsAverage_eq` by cancelling Z. With C = ⟨fA⟩ − F⟨A⟩, the covariance of f and A, the response is

⟨A⟩_{E+V} − ⟨A⟩_E = C / F.

Now set l = exp(−b(v + w)) and t = exp(bw/2), where t is not a time. Because V_i lies in [v, v + w], each f_i lies in [l, t²l], and so does the mean F.

## Bounding the covariance

The lemma `reweighting_bound` proves (t + 1) C ≤ (t − 1) a F for any probability distribution p. If t = 1, all f_i are equal, C = 0 and both sides vanish.

For t > 1, the step named `key` is an inequality for each level:

(t² − 1) l (f_i − F)(A_i − α) ≤ a (t²l − F)(f_i − l).

If f_i ≤ F, the left side is at most zero and the right side is at least zero. If f_i ≥ F, we use A_i − α ≤ a on the left, and the rest follows from the identity

(t²l − F)(f_i − l) − (t² − 1) l (f_i − F) = (t²l − f_i)(F − l) ≥ 0.

Multiply by p_i and sum over i. The constant α drops out because ⟨f − F⟩ = 0, which leaves

(t² − 1) l C ≤ a (t²l − F)(F − l).

In Lean this is `hadd`, after `e1` and `e2` have expanded the summands and `simp` has evaluated the sums. The mean F still depends on the energies. It is eliminated by completing a square:

(t − 1)² l F − (t²l − F)(F − l) = (F − tl)² ≥ 0.

Multiplied by a, this nonnegativity is `hsq`. Hence (t² − 1) l C ≤ a (t − 1)² l F, and dividing by (t − 1) l > 0, which is the work of `le_of_mul_le_mul_left`, gives the lemma.

## From the covariance to the hyperbolic tangent

Dividing by (t + 1) F gives

C / F ≤ a (t − 1)/(t + 1) = a tanh(bw/4).

The last equality is `tanh_half`, tanh(x/2) = (eˣ − 1)/(eˣ + 1), at x = bw/2. The theorem `response_le` checks the range of f_i, applies the lemma and clears the denominators.

This bounds the increase of the average. The observable −A takes values in [−(α + a), −α], again of width a, so the same bound applied to −A limits the decrease. Together they give the absolute value in `abs_response_le`. For populations, A_i is 1 on S and 0 elsewhere, and its average is the population of S.

## A reversed splitting attains the bound

Number the two levels 0 and 1, as Lean does, and take

E = (0, −w/2),  V = (0, w),  A = (a, 0).

The perturbed energies are (0, w/2), so for w > 0 the perturbation turns the upper level into the lower one. With t = exp(bw/2), the population of level 0 goes from 1/(1 + t) to 1/(1 + 1/t) = t/(1 + t). The average of A therefore changes by

a t/(1 + t) − a/(1 + t) = a (t − 1)/(t + 1) = a tanh(bw/4).

This is `two_level_response`, an identity for all real b, w and a. In this example F = 1/t and l = 1/t², so F = tl and the completed square vanishes. For the maximum, `isGreatest_two_level_response` combines this example with the general bound.
